# Three coalescing basis functions: the overlap form at (1, −2, 1) to order h⁴

## Definitions and the physical problem

Let $v(t)$ be a real basis function depending on a parameter $t$, such as a centre or an exponent, measured from a reference value. Its values lie in a real inner-product space. For spacing $h$, take $v(-h),v(0),v(h)$, numbered 0, 1, 2, and let $S(h)$ be their matrix of inner products. The functions need not be normalised. Put $c=(1,-2,1)$, so $c^Tc=6$.

As $h\to0$ the three functions merge and $S(h)$ approaches a singular matrix. How small does its quadratic form become along $c$?

## The limit and its consequences

Suppose $v$ is differentiable near 0 and $v'$ is differentiable at 0, with $a=v''(0)$. Then

$$\frac{c^TS(h)c}{h^4\,c^Tc}\longrightarrow\frac{\|a\|^2}{6}\qquad(h\to0,\ h\ne0).$$

For the normalised vector $c/\sqrt6$, the quadratic form is therefore $\|a\|^2h^4/6+o(h^4)$.

If $C>\|a\|^2/6$, every lower bound $\mu$ of the Rayleigh quotients of $S(h)$ satisfies $\mu<Ch^4$ for small $h\neq0$. The smallest eigenvalue is such a $\mu$. In electronic structure calculations, where small overlap eigenvalues amplify rounding errors, this bounds how well conditioned three equally spaced members of a smooth one-parameter family can be.

## Derivation

For coefficients $x$, let $w_x(h)=x_0v(-h)+x_1v(0)+x_2v(h)$. Expanding the inner product gives $x^TS(h)x=\|w_x(h)\|^2$.

Set $r(s)=v(-s)+v(s)-s^2a$. Then

$$r'(s)=[v'(s)-v'(0)-sa]-[v'(-s)-v'(0)+sa].$$

Given $\varepsilon>0$, for small $h$ both brackets have norm at most $\varepsilon|h|/4$ whenever $|s|\le|h|$. The mean value inequality gives $\|r(h)-r(0)\|\le\varepsilon h^2/2$. Since $r(h)-r(0)=w_c(h)-h^2a$, it follows that $w_c(h)/h^2\to a$. Squaring norms and dividing by 6 gives the limit.

For the spectral bound, insert $x=c$ into $\mu\,x^Tx\le x^TS(h)x$: for small $h\ne0$, $6\mu\le c^TS(h)c<6Ch^4$.

## Which fixed combinations are this small

Let $v(0)$ and $b=v'(0)$ be nonzero, and suppose $x^TS(h)x/h^2\to0$ for fixed $x$. Continuity gives $w_x(0)=(x_0+x_1+x_2)v(0)=0$. Then $w_x(h)/h\to(x_2-x_0)b$, which must also vanish. Hence $x_2=x_0$, $x_1=-2x_0$ and $x=x_0c$.

## A numerical instance

Take $v(t)=(1,t,t^2)$ in $\mathbb R^3$ and $h=0.1$:

$$S=\begin{pmatrix}1.0101&1&0.9901\\1&1&1\\0.9901&1&1.0101\end{pmatrix},\qquad Sc=\begin{pmatrix}0.0002\\0\\0.0002\end{pmatrix}.$$

Thus $c^TSc=0.0004$, and division by $6h^4=0.0006$ gives $2/3$. This equals $\|a\|^2/6$ with $a=(0,0,2)$.

## Where the hypotheses matter

A continuous first derivative is not enough for a finite limit. For $v(t)=1+|t|^{3/2}$, with values in $\mathbb R$, $w_c(h)=2|h|^{3/2}$, so the scaled quotient is $2/(3|h|)$, which diverges.

The limit need not describe the smallest eigenvalue. For $v(t)=1+t^2$ it is $2/3$, yet $v(-h)=v(h)$ makes $S(h)(1,0,-1)^T=0$ for every $h$. Here $v'(0)=0$, so the example also shows why the uniqueness result assumes $v'(0)\ne0$. Even when $S(h)$ is not singular, the smallest eigenvalue can lie below $\|a\|^2h^4/6$ at leading order: coefficients that differ from $c$ by terms vanishing with $h$ can cancel the parts of $h^2a$ along $v(0)$ and $v'(0)$.

## The statement in Lean

`E` is any real inner-product space, possibly infinite-dimensional. `basis` lists the three functions, which may be linearly dependent despite the name; `overlap` is $S(h)$ and `combination v x h` is $w_x(h)$. The filter `𝓝[≠] 0` means $h\to0$ with $h\ne0$, and `∀ᶠ` means "for all sufficiently close values".

`rayleigh_tendsto` uses the local hypotheses above; `rayleigh_tendsto_of_contDiff` assumes $v$ is $C^2$ on the whole line. For an actual orbital family, one must still check that the first and second derivatives exist in the norm of the function space, not merely pointwise.

```lean
import Mathlib

open Filter Topology Matrix

namespace ThreeCoalescingFunctions

noncomputable section

variable {E : Type*} [NormedAddCommGroup E] [InnerProductSpace ℝ E]

/-- The three functions `v(-h)`, `v(0)`, `v(h)` taken from the curve `v`. -/
def basis (v : ℝ → E) (h : ℝ) : Fin 3 → E := ![v (-h), v 0, v h]

/-- The overlap matrix of `v(-h)`, `v(0)`, `v(h)`. -/
def overlap (v : ℝ → E) (h : ℝ) : Matrix (Fin 3) (Fin 3) ℝ :=
  Matrix.of fun i j => inner ℝ (basis v h i) (basis v h j)

/-- The linear combination of the three functions with coefficients `x`. -/
def combination (v : ℝ → E) (x : Fin 3 → ℝ) (h : ℝ) : E :=
  x 0 • v (-h) + x 1 • v 0 + x 2 • v h

/-- The coefficients `(1, -2, 1)` of the second difference. -/
def c : Fin 3 → ℝ := ![1, -2, 1]

/-- The quadratic form of the overlap matrix is the squared norm of the linear combination. -/
theorem overlap_quadratic (v : ℝ → E) (x : Fin 3 → ℝ) (h : ℝ) :
    x ⬝ᵥ (overlap v h *ᵥ x) = ‖combination v x h‖ ^ 2 := by
  rw [← real_inner_self_eq_norm_sq]
  simp only [combination, overlap, basis, dotProduct, Matrix.mulVec, Fin.sum_univ_three,
    Matrix.of_apply, inner_add_left, inner_add_right, real_inner_smul_left,
    real_inner_smul_right, Matrix.cons_val]
  ring

/-- If `v` is differentiable near 0 and its derivative `v'` has derivative `a` at 0, the second
difference of `v` divided by `h²` tends to `a`. -/
theorem second_difference_tendsto {v v' : ℝ → E} {a : E}
    (hv : ∀ᶠ t in 𝓝 (0 : ℝ), HasDerivAt v (v' t) t) (ha : HasDerivAt v' a 0) :
    Tendsto (fun h : ℝ => (h ^ 2)⁻¹ • combination v c h) (𝓝[≠] 0) (𝓝 a) := by
  rw [Metric.tendsto_nhds]
  intro ε hε
  have hb := (hasDerivAt_iff_isLittleO.1 ha).def (show 0 < ε / 4 by positivity)
  obtain ⟨δ, hδ, hball⟩ := Metric.eventually_nhds_iff.1 (hv.and hb)
  have hnear : ∀ᶠ h in 𝓝[≠] (0 : ℝ), dist h 0 < δ :=
    nhdsWithin_le_nhds (Metric.ball_mem_nhds 0 hδ)
  filter_upwards [hnear, self_mem_nhdsWithin] with h hh h0
  have h0' : h ≠ 0 := h0
  rw [Real.dist_eq, sub_zero] at hh
  -- the first-order expansion of `v'` holds on the whole interval
  have hd : ∀ s, |s| ≤ |h| →
      HasDerivAt v (v' s) s ∧ ‖v' s - v' 0 - s • a‖ ≤ ε / 4 * |h| := by
    intro s hs
    have hlt : dist s 0 < δ := by
      rw [Real.dist_eq, sub_zero]
      exact lt_of_le_of_lt hs hh
    obtain ⟨h1, h2⟩ := hball hlt
    simp only [sub_zero, Real.norm_eq_abs] at h2
    exact ⟨h1, h2.trans (by gcongr)⟩
  have hg : ∀ s ∈ Set.Icc (-|h|) |h|,
      HasDerivWithinAt (fun t : ℝ => v (-t) + v t - t ^ 2 • a)
        (-v' (-s) + v' s - (2 * s) • a) (Set.Icc (-|h|) |h|) s := by
    intro s hs
    have hs' : |s| ≤ |h| := abs_le.2 hs
    have e1 : HasDerivAt (fun t : ℝ => v (-t)) (-v' (-s)) s := by
      have := (hd (-s) (by rwa [abs_neg])).1.scomp s (hasDerivAt_neg s)
      simpa [Function.comp_def] using this
    have e3 : HasDerivAt (fun t : ℝ => t ^ 2 • a) ((2 * s) • a) s := by
      simpa using (hasDerivAt_pow 2 s).smul_const a
    exact ((e1.fun_add (hd s hs').1).fun_sub e3).hasDerivWithinAt
  have hbound : ∀ s ∈ Set.Icc (-|h|) |h|,
      ‖-v' (-s) + v' s - (2 * s) • a‖ ≤ ε / 2 * |h| := by
    intro s hs
    have hs' : |s| ≤ |h| := abs_le.2 hs
    have e : -v' (-s) + v' s - (2 * s) • a
        = (v' s - v' 0 - s • a) - (v' (-s) - v' 0 - (-s) • a) := by module
    rw [e]
    have h1 := (hd s hs').2
    have h2 := (hd (-s) (by rwa [abs_neg])).2
    exact (norm_sub_le _ _).trans (by linarith)
  -- mean value inequality between 0 and h
  have mvt := Convex.norm_image_sub_le_of_norm_hasDerivWithin_le hg hbound
    (convex_Icc _ _) (⟨by simp, abs_nonneg h⟩ : (0 : ℝ) ∈ Set.Icc (-|h|) |h|)
    (abs_le.1 le_rfl : h ∈ Set.Icc (-|h|) |h|)
  have mvt' : ‖(v (-h) + v h - h ^ 2 • a) - (v (-0) + v 0 - (0 : ℝ) ^ 2 • a)‖
      ≤ ε / 2 * h ^ 2 := by
    refine mvt.trans_eq ?_
    rw [sub_zero, Real.norm_eq_abs, mul_assoc, abs_mul_abs_self, sq]
  have e : (h ^ 2)⁻¹ • combination v c h - a
      = (h ^ 2)⁻¹ • ((v (-h) + v h - h ^ 2 • a) - (v (-0) + v 0 - (0 : ℝ) ^ 2 • a)) := by
    have k : (h ^ 2)⁻¹ • (h ^ 2 • a) = a := inv_smul_smul₀ (pow_ne_zero 2 h0') a
    simp only [combination, c, Matrix.cons_val, neg_zero]
    linear_combination (norm := module) k
  rw [dist_eq_norm, e, norm_smul, norm_inv, norm_pow, Real.norm_eq_abs, sq_abs]
  calc _ ≤ (h ^ 2)⁻¹ * (ε / 2 * h ^ 2) := by gcongr
    _ = ε / 2 := by field_simp
    _ < ε := half_lt_self hε

/-- The squared norm of the coefficient vector `(1, -2, 1)` is 6. -/
theorem c_norm_sq : c ⬝ᵥ c = 6 := by
  simp only [c, dotProduct, Fin.sum_univ_three, Matrix.cons_val]
  norm_num

/-- If `v` is differentiable near 0 and its derivative has derivative `a` at 0, the Rayleigh
quotient of the overlap matrix at `(1, -2, 1)`, divided by `h⁴`, tends to `‖a‖²/6`. -/
theorem rayleigh_tendsto {v v' : ℝ → E} {a : E}
    (hv : ∀ᶠ t in 𝓝 (0 : ℝ), HasDerivAt v (v' t) t) (ha : HasDerivAt v' a 0) :
    Tendsto (fun h : ℝ => c ⬝ᵥ (overlap v h *ᵥ c) / (h ^ 4 * (c ⬝ᵥ c)))
      (𝓝[≠] 0) (𝓝 (‖a‖ ^ 2 / 6)) := by
  refine (((second_difference_tendsto hv ha).norm.pow 2).div_const 6).congr fun h => ?_
  rw [overlap_quadratic, c_norm_sq, norm_smul, norm_inv, norm_pow, Real.norm_eq_abs, sq_abs]
  ring

/-- For a twice continuously differentiable curve `v`, the Rayleigh quotient of the overlap
matrix at `(1, -2, 1)`, divided by `h⁴`, tends to `‖v''(0)‖²/6`. -/
theorem rayleigh_tendsto_of_contDiff {v : ℝ → E} (hv : ContDiff ℝ 2 v) :
    Tendsto (fun h : ℝ => c ⬝ᵥ (overlap v h *ᵥ c) / (h ^ 4 * (c ⬝ᵥ c)))
      (𝓝[≠] 0) (𝓝 (‖deriv (deriv v) 0‖ ^ 2 / 6)) := by
  have h2 : ContDiff ℝ (1 + 1) v := by
    rw [one_add_one_eq_two]
    exact hv
  obtain ⟨hd, -, h1⟩ := contDiff_succ_iff_deriv.1 h2
  exact rayleigh_tendsto (Eventually.of_forall fun t => (hd t).hasDerivAt)
    ((h1.differentiable (by norm_num)) 0).hasDerivAt

/-- Let `v` be differentiable near 0 with derivative having derivative `a` at 0, and let
`C > ‖a‖²/6`. For all small nonzero `h`, every lower bound `μ` of the Rayleigh quotients of the
overlap matrix is less than `C h⁴`. -/
theorem spectral_bound {v v' : ℝ → E} {a : E} {C : ℝ}
    (hv : ∀ᶠ t in 𝓝 (0 : ℝ), HasDerivAt v (v' t) t) (ha : HasDerivAt v' a 0)
    (hC : ‖a‖ ^ 2 / 6 < C) :
    ∀ᶠ h in 𝓝[≠] (0 : ℝ), ∀ μ : ℝ,
      (∀ x : Fin 3 → ℝ, μ * (x ⬝ᵥ x) ≤ x ⬝ᵥ (overlap v h *ᵥ x)) → μ < C * h ^ 4 := by
  filter_upwards [(rayleigh_tendsto hv ha).eventually_lt_const hC, self_mem_nhdsWithin]
    with h hq h0 μ hμ
  have h0' : h ≠ 0 := h0
  have hc := hμ c
  rw [c_norm_sq] at hc hq
  rw [div_lt_iff₀ (by positivity)] at hq
  linarith

/-- Let `v` be differentiable at 0 with `v(0)` and `v'(0) = b` both nonzero. If the quadratic form
of the overlap matrix at fixed coefficients `x` vanishes faster than `h²`, then `x` is a multiple
of `(1, -2, 1)`. -/
theorem second_difference_unique {v : ℝ → E} {b : E} (hv : HasDerivAt v b 0)
    (hv0 : v 0 ≠ 0) (hb : b ≠ 0) (x : Fin 3 → ℝ)
    (hx : Tendsto (fun h : ℝ => x ⬝ᵥ (overlap v h *ᵥ x) / h ^ 2) (𝓝[≠] 0) (𝓝 0)) :
    x = x 0 • c := by
  have hq : Tendsto (fun h : ℝ => ‖combination v x h‖ ^ 2 / h ^ 2) (𝓝[≠] 0) (𝓝 0) := by
    simpa only [overlap_quadratic] using hx
  have hw : HasDerivAt (combination v x) ((x 2 - x 0) • b) 0 := by
    have m : HasDerivAt v b ((fun t : ℝ => -t) 0) := by simpa using hv
    have e1 : HasDerivAt (fun t : ℝ => v (-t)) (-b) 0 := by
      have := HasDerivAt.scomp (h := fun t : ℝ => -t) (0 : ℝ) m (hasDerivAt_neg 0)
      simpa [Function.comp_def] using this
    exact (((e1.const_smul (x 0)).add_const (x 1 • v 0)).add
      (hv.const_smul (x 2))).congr_deriv (by module)
  -- order zero: the combination vanishes at h = 0
  have hz : ‖combination v x 0‖ ^ 2 = 0 := by
    have t1 := (hw.continuousAt.tendsto.mono_left
      (nhdsWithin_le_nhds (s := {(0 : ℝ)}ᶜ))).norm.pow 2
    have t2 : Tendsto (fun h : ℝ => h ^ 2) (𝓝[≠] 0) (𝓝 0) :=
      ((continuous_pow 2).tendsto' 0 0 (by norm_num)).mono_left nhdsWithin_le_nhds
    have t3 := hq.mul t2
    rw [mul_zero] at t3
    refine tendsto_nhds_unique t1 (t3.congr' ?_)
    filter_upwards [self_mem_nhdsWithin] with h h0
    exact div_mul_cancel₀ _ (pow_ne_zero 2 h0)
  have hz' : combination v x 0 = 0 := norm_eq_zero.1 ((pow_eq_zero_iff two_ne_zero).1 hz)
  -- order one: its derivative vanishes as well
  have hd : ‖(x 2 - x 0) • b‖ ^ 2 = 0 := by
    refine tendsto_nhds_unique ((hasDerivAt_iff_tendsto_slope_zero.1 hw).norm.pow 2)
      (hq.congr fun h => ?_)
    rw [zero_add, hz', sub_zero, norm_smul, mul_pow, norm_inv, Real.norm_eq_abs, inv_pow, sq_abs]
    ring
  have s0 : (x 0 + x 1 + x 2) • v 0 = 0 := by
    refine Eq.trans ?_ hz'
    simp only [combination, neg_zero]
    module
  have r0 := (smul_eq_zero.1 s0).resolve_right hv0
  have r1 := (smul_eq_zero.1 (norm_eq_zero.1 ((pow_eq_zero_iff two_ne_zero).1 hd))).resolve_right hb
  ext i
  fin_cases i <;> simp [c] <;> linarith

/-- For the curve `v(t) = 1 + t²` on the real line the scaled Rayleigh quotient at `(1, -2, 1)`
tends to `2/3`, while the overlap matrix annihilates `(1, 0, -1)` for every `h`. -/
theorem limit_not_smallest_eigenvalue :
    Tendsto (fun h : ℝ => c ⬝ᵥ (overlap (fun t : ℝ => 1 + t ^ 2) h *ᵥ c) / (h ^ 4 * (c ⬝ᵥ c)))
      (𝓝[≠] 0) (𝓝 (2 / 3)) ∧
    ∀ h : ℝ, overlap (fun t : ℝ => 1 + t ^ 2) h *ᵥ ![1, 0, -1] = 0 := by
  constructor
  · have hv : ∀ t : ℝ, HasDerivAt (fun t : ℝ => 1 + t ^ 2) (2 * t) t := fun t => by
      simpa using (hasDerivAt_pow 2 t).const_add 1
    have ha : HasDerivAt (fun t : ℝ => 2 * t) 2 0 := by
      simpa using (hasDerivAt_id (0 : ℝ)).const_mul 2
    have key := rayleigh_tendsto (Eventually.of_forall hv) ha
    have e : ‖(2 : ℝ)‖ ^ 2 / 6 = 2 / 3 := by norm_num
    rwa [e] at key
  · intro h
    ext i
    fin_cases i <;> simp [overlap, basis, Matrix.mulVec, dotProduct, Fin.sum_univ_three]

end

end ThreeCoalescingFunctions
```

```lean
#print axioms ThreeCoalescingFunctions.overlap_quadratic
#print axioms ThreeCoalescingFunctions.rayleigh_tendsto_of_contDiff
#print axioms ThreeCoalescingFunctions.second_difference_unique
#print axioms ThreeCoalescingFunctions.limit_not_smallest_eigenvalue
```

```
'ThreeCoalescingFunctions.overlap_quadratic' depends on axioms: [propext, Classical.choice, Quot.sound]
'ThreeCoalescingFunctions.rayleigh_tendsto_of_contDiff' depends on axioms: [propext, Classical.choice, Quot.sound]
'ThreeCoalescingFunctions.second_difference_unique' depends on axioms: [propext, Classical.choice, Quot.sound]
'ThreeCoalescingFunctions.limit_not_smallest_eigenvalue' depends on axioms: [propext, Classical.choice, Quot.sound]
```

## Reading the proof

`overlap_quadratic` expands both sides by bilinearity. In `second_difference_tendsto`, `hd` supplies the estimate for each bracket, `hg` differentiates $r$, and `hbound` combines the brackets; `mvt` is the mean value inequality.

`rayleigh_tendsto` squares that limit and uses `c_norm_sq`. The $C^2$ version extracts the two derivatives from `ContDiff`, and `spectral_bound` evaluates the assumed inequality at `c`.

In `second_difference_unique`, `hz` and `hd` are the zeroth- and first-order conditions, each obtained from uniqueness of limits. `limit_not_smallest_eigenvalue` applies the main limit to $1+t^2$ and checks the null vector entry by entry.
